# Singlet products over perfect matchings are integer combinations of non-crossing ones

A pairing of N spins one half is represented here by a multiset of ordered site pairs. The order inside a pair matters, because reversing it changes the sign of a singlet factor; the order among the pairs does not, because the factors commute. That the pairs cover every site exactly once is a separate condition, which makes the pairing a perfect matching and forces N to be even.

## Uncrossing by the exchange relation

Number the sites 0, …, N−1. Let α_i and β_i be the spin-up and spin-down functions of site i, and define

[ij] = α_i β_j − β_i α_j.

The claim is that the product of these factors over any perfect matching is an integer combination of products over non-crossing perfect matchings. These are written with the smaller site of each pair first, and no two of their pairs (a,c) and (b,d) satisfy a < b < c < d. If the original matching also has the smaller site of each pair first, the coefficients are natural numbers.

For four sites a, b, c, d, multiplying out gives

[ab][cd] = α_a β_b α_c β_d − α_a β_b β_c α_d − β_a α_b α_c β_d + β_a α_b β_c α_d

[ad][bc] = α_a α_b β_c β_d − α_a β_b α_c β_d − β_a α_b β_c α_d + β_a β_b α_c α_d.

In the sum, the terms α_a β_b α_c β_d and β_a α_b β_c α_d cancel. The four that remain are the expansion of [ac][bd], so

[ac][bd] = [ab][cd] + [ad][bc].

If a < b < c < d, the left side is crossed and neither product on the right is. The new pairs may still cross others, so termination needs an argument. Give a pairing the weight W = Σ (i+N)j, summed over its pairs (i,j). The untouched pairs contribute equally before and after, and the two replacements lower W by

(c−b)(a+N−d) and (b−a)(d−c).

Both are positive, since d < N. Weights are natural numbers, so repeated uncrossing stops, leaving a sum of non-crossing products. Collecting equal terms gives natural coefficients. For pairs written the other way round, [ji] = −[ij] supplies at most an overall sign.

The smallest crossed case has four spins: [02][13] = [01][23] + [03][12].

## Spin functions and pairings in Lean

```lean
import Mathlib

open Finset

namespace SingletUncrossing

noncomputable section
```

A spin function assigns a complex amplitude to each configuration of the N spins, with 0 for up and 1 for down.

```lean
/-- Spin functions of `N` spins one half: complex amplitudes on the spin configurations. -/
abbrev SpinFunction (N : ℕ) := (Fin N → Fin 2) → ℂ

/-- A list of site pairs without regard to the order of the pairs. -/
abbrev Pairing (N : ℕ) := Multiset (Fin N × Fin N)

/-- The one-spin function alpha (spin up). -/
def alpha (m : Fin 2) : ℂ := if m = 0 then 1 else 0

/-- The one-spin function beta (spin down). -/
def beta (m : Fin 2) : ℂ := if m = 1 then 1 else 0
```

The factor `singlet i j` is a function of the whole configuration that depends only on two sites. It is unnormalised: for i ≠ j the normalised two-spin singlet is [ij]/√2. All perfect matchings of N sites have N/2 factors, so normalising multiplies every product by the same constant and leaves the coefficients unchanged.

```lean
variable {N : ℕ}

/-- The singlet factor `[ij] = alpha_i beta_j - beta_i alpha_j`. -/
def singlet (i j : Fin N) : SpinFunction N :=
  fun s => alpha (s i) * beta (s j) - beta (s i) * alpha (s j)
```

Products are taken pointwise, which for disjoint pairs is the usual product of spin functions on different sites.

```lean
/-- The product of the singlet factors of all pairs. -/
def singletProduct (M : Pairing N) : SpinFunction N :=
  (M.map fun p => singlet p.1 p.2).prod
```

Perfectness compares the multiset of endpoints with the list of all sites, each occurring once.

```lean
/-- All sites that occur in the pairs, counted with multiplicity. -/
def endpoints (M : Pairing N) : Multiset (Fin N) := M.map Prod.fst + M.map Prod.snd

/-- A perfect matching: every site occurs in the pairs exactly once. -/
def IsPerfect (M : Pairing N) : Prop := endpoints M = (Finset.univ : Finset (Fin N)).val
```

`IsPlanar` collects the three properties required of the final pairings: perfect, ordered and non-crossing.

```lean
/-- Every pair is written with its smaller site first. -/
def IsOrdered (M : Pairing N) : Prop := ∀ p ∈ M, p.1 < p.2

/-- No two pairs `(a, c)` and `(b, d)` satisfy `a < b < c < d`. For pairs written with the smaller
site first, this says that no two pairs interlace along the line of sites. -/
def NonCrossing (M : Pairing N) : Prop :=
  ∀ p ∈ M, ∀ q ∈ M, ¬ (p.1 < q.1 ∧ q.1 < p.2 ∧ p.2 < q.2)

/-- A non-crossing perfect matching, each pair written with its smaller site first. -/
def IsPlanar (M : Pairing N) : Prop := IsPerfect M ∧ IsOrdered M ∧ NonCrossing M
```

The weight W is called `cost`.

```lean
/-- A weight of a pairing, used to show that repeated uncrossing comes to an end. -/
def cost (M : Pairing N) : ℕ := (M.map fun p => (p.1.val + N) * p.2.val).sum
```

## One exchange and the drop in weight

Two lemmas split one pair off a product and off the list of endpoints.

```lean
lemma singletProduct_cons (i j : Fin N) (M : Pairing N) :
    singletProduct ((i, j) ::ₘ M) = singlet i j * singletProduct M := by
  simp only [singletProduct, Multiset.map_cons, Multiset.prod_cons]

lemma endpoints_cons (i j : Fin N) (M : Pairing N) :
    endpoints ((i, j) ::ₘ M) = {i} + {j} + endpoints M := by
  simp only [endpoints, Multiset.map_cons]
  rw [← Multiset.singleton_add i, ← Multiset.singleton_add j]
  abel
```

The exchange relation is stated with an arbitrary remainder `R` of further pairs. After evaluation at a configuration `s`, `ring` performs the expansion above.

```lean
/-- The four-spin exchange relation, applied to two pairs inside a larger singlet product. -/
theorem exchange (a b c d : Fin N) (R : Pairing N) :
    singletProduct ((a, c) ::ₘ (b, d) ::ₘ R) =
      singletProduct ((a, b) ::ₘ (c, d) ::ₘ R) + singletProduct ((a, d) ::ₘ (b, c) ::ₘ R) := by
  simp only [singletProduct_cons]
  ext s
  simp only [singlet, Pi.mul_apply, Pi.add_apply]
  ring
```

In the next proof, `key₁` and `key₂` are the two weight inequalities for natural numbers. Each larger number is written as the smaller one plus a positive amount, which avoids subtraction, and `nlinarith` finishes the comparison.

```lean
/-- Both pairings produced by uncrossing two interlaced pairs have a smaller weight. -/
theorem cost_drops {a b c d : Fin N} (hab : a < b) (hbc : b < c) (hcd : c < d)
    (R : Pairing N) :
    cost ((a, b) ::ₘ (c, d) ::ₘ R) < cost ((a, c) ::ₘ (b, d) ::ₘ R) ∧
      cost ((a, d) ::ₘ (b, c) ::ₘ R) < cost ((a, c) ::ₘ (b, d) ::ₘ R) := by
  have key₁ : ∀ a b c d n : ℕ, b < c → d < n →
      (a + n) * b + (c + n) * d < (a + n) * c + (b + n) * d := by
    intro a b c d n h₁ h₂
    obtain ⟨x, rfl⟩ := Nat.exists_eq_add_of_lt h₁
    obtain ⟨y, rfl⟩ := Nat.exists_eq_add_of_lt h₂
    nlinarith [Nat.zero_le (a * x), Nat.zero_le (x * y), Nat.zero_le a, Nat.zero_le x,
      Nat.zero_le y]
  have key₂ : ∀ a b c d n : ℕ, a < b → c < d →
      (a + n) * d + (b + n) * c < (a + n) * c + (b + n) * d := by
    intro a b c d n h₁ h₂
    obtain ⟨x, rfl⟩ := Nat.exists_eq_add_of_lt h₁
    obtain ⟨y, rfl⟩ := Nat.exists_eq_add_of_lt h₂
    nlinarith [Nat.zero_le (x * y), Nat.zero_le x, Nat.zero_le y]
  have h₁ := key₁ a b c d N hbc d.isLt
  have h₂ := key₂ a b c d N hab hcd
  simp only [cost, Multiset.map_cons, Multiset.sum_cons]
  constructor <;> linarith
```

## Natural coefficients for ordered pairs

The theorem provides a finite set `S` of planar pairings and coefficients `c` with values in ℕ. Its inner statement `main` is an induction on a bound `k` for the weight. A non-crossing pairing is its own expansion. Otherwise two interlaced pairs are split off, leaving `R`, and the induction hypothesis is applied to both replacements. They remain perfect because the endpoints are only rearranged, which `abel` confirms. The two resulting lists are joined, and at the end the coefficient of a pairing is the number of times it occurs.

```lean
/-- With each pair written smaller site first, the singlet product of a perfect matching is a
combination of non-crossing singlet products with natural-number coefficients. -/
theorem uncrossing_nat (M : Pairing N) (hP : IsPerfect M) (hO : IsOrdered M) :
    ∃ (S : Finset (Pairing N)) (c : Pairing N → ℕ), (∀ K ∈ S, IsPlanar K) ∧
      singletProduct M = ∑ K ∈ S, c K • singletProduct K := by
  -- Induction on the weight gives a finite sum, possibly with repeated terms.
  have main : ∀ k : ℕ, ∀ M : Pairing N, cost M < k → IsPerfect M → IsOrdered M →
      ∃ L : Multiset (Pairing N), (∀ K ∈ L, IsPlanar K) ∧
        singletProduct M = (L.map singletProduct).sum := by
    intro k
    induction k with
    | zero => intro M h; exact absurd h (Nat.not_lt_zero _)
    | succ k ih =>
      intro M hk hP hO
      by_cases hN : NonCrossing M
      · refine ⟨{M}, fun K hK => ?_, by simp⟩
        rw [Multiset.mem_singleton.mp hK]
        exact ⟨hP, hO, hN⟩
      · -- Pick two interlaced pairs and split them off.
        simp only [NonCrossing, not_forall, not_not] at hN
        obtain ⟨⟨a, c⟩, hp, ⟨b, d⟩, hq, hab, hbc, hcd⟩ := hN
        dsimp only at hab hbc hcd
        obtain ⟨M₁, rfl⟩ := Multiset.exists_cons_of_mem hp
        have hq' : (b, d) ∈ M₁ := by
          rcases Multiset.mem_cons.mp hq with h | h
          · exact absurd (congrArg Prod.fst h) hab.ne'
          · exact h
        obtain ⟨R, rfl⟩ := Multiset.exists_cons_of_mem hq'
        have hR : ∀ p ∈ R, p.1 < p.2 := fun p h =>
          hO p (Multiset.mem_cons_of_mem (Multiset.mem_cons_of_mem h))
        have ord : ∀ i j k l : Fin N, i < j → k < l →
            IsOrdered ((i, j) ::ₘ (k, l) ::ₘ R) := by
          intro i j k l h₁ h₂ p h
          simp only [Multiset.mem_cons] at h
          rcases h with rfl | rfl | h
          · exact h₁
          · exact h₂
          · exact hR p h
        obtain ⟨c₁, c₂⟩ := cost_drops hab hbc hcd R
        have hk' := Nat.lt_succ_iff.mp hk
        obtain ⟨L₁, p₁, e₁⟩ := ih _ (lt_of_lt_of_le c₁ hk')
          (by rw [IsPerfect, ← hP]; simp only [endpoints_cons]; abel) (ord a b c d hab hcd)
        obtain ⟨L₂, p₂, e₂⟩ := ih _ (lt_of_lt_of_le c₂ hk')
          (by rw [IsPerfect, ← hP]; simp only [endpoints_cons]; abel)
          (ord a d b c (hab.trans (hbc.trans hcd)) hbc)
        refine ⟨L₁ + L₂, fun K hK => ?_, ?_⟩
        · exact (Multiset.mem_add.mp hK).elim (p₁ K) (p₂ K)
        · rw [exchange, e₁, e₂, Multiset.map_add, Multiset.sum_add]
  -- Collect equal terms.
  obtain ⟨L, hL, e⟩ := main _ M (Nat.lt_succ_self _) hP hO
  exact ⟨L.toFinset, fun K => L.count K, fun K hK => hL K (Multiset.mem_toFinset.mp hK),
    e.trans (Finset.sum_multiset_map_count _ _)⟩
```

The ordering hypothesis is needed for natural coefficients. With two spins and the single pair (1,0), the product is [10] = −[01], while the only planar pairing gives [01]; no natural multiple of [01] equals −[01].

## Arbitrary orientation

`reorder` goes through the pairs one at a time, reversing those with the larger site first and keeping track of the sign.

```lean
/-- If no site is paired with itself, there is a pairing with the smaller site first in every pair
that has the same endpoints and, up to a sign, the same singlet product. -/
theorem reorder (M : Pairing N) (h : ∀ p ∈ M, p.1 ≠ p.2) :
    ∃ M' : Pairing N, IsOrdered M' ∧ endpoints M' = endpoints M ∧
      (singletProduct M = singletProduct M' ∨ singletProduct M = -singletProduct M') := by
  induction M using Multiset.induction_on with
  | empty => exact ⟨0, fun p hp => absurd hp (Multiset.notMem_zero p), rfl, Or.inl rfl⟩
  | cons p M ih =>
    obtain ⟨M', hO, hE, e⟩ := ih (fun q hq => h q (Multiset.mem_cons_of_mem hq))
    obtain ⟨i, j⟩ := p
    have hij : i ≠ j := h (i, j) (Multiset.mem_cons_self _ _)
    rcases lt_or_gt_of_ne hij with hl | hl
    · refine ⟨(i, j) ::ₘ M', fun q hq => ?_, by simp only [endpoints_cons, hE], ?_⟩
      · rcases Multiset.mem_cons.mp hq with rfl | hq
        · exact hl
        · exact hO q hq
      · simp only [singletProduct_cons]
        rcases e with e | e
        · left; rw [e]
        · right; rw [e]; ring
    · have swap : singlet i j = -singlet j i := by
        ext s
        simp only [singlet, Pi.neg_apply]
        ring
      refine ⟨(j, i) ::ₘ M', fun q hq => ?_, by simp only [endpoints_cons, hE]; abel, ?_⟩
      · rcases Multiset.mem_cons.mp hq with rfl | hq
        · exact hl
        · exact hO q hq
      · simp only [singletProduct_cons]
        rcases e with e | e
        · right; rw [e, swap]; ring
        · left; rw [e, swap]; ring
```

The integer theorem first shows that a perfect matching never pairs a site with itself, since that site would then be counted twice. It then reorders the pairs, applies the previous theorem and absorbs the sign into the coefficients.

```lean
/-- The singlet product of any perfect matching, with its pairs oriented either way, is an integer
linear combination of singlet products of non-crossing perfect matchings. -/
theorem uncrossing (M : Pairing N) (hP : IsPerfect M) :
    ∃ (S : Finset (Pairing N)) (c : Pairing N → ℤ), (∀ K ∈ S, IsPlanar K) ∧
      singletProduct M = ∑ K ∈ S, c K • singletProduct K := by
  -- No site is paired with itself, since it would then occur twice.
  have hne : ∀ p ∈ M, p.1 ≠ p.2 := by
    rintro ⟨i, j⟩ hp hij
    dsimp only at hij
    subst hij
    obtain ⟨R, rfl⟩ := Multiset.exists_cons_of_mem hp
    have nd : (endpoints ((i, i) ::ₘ R)).Nodup := by
      rw [hP]; exact Finset.univ.nodup
    have h := Multiset.nodup_iff_count_le_one.mp nd i
    simp only [endpoints_cons, Multiset.count_add, Multiset.count_singleton_self] at h
    omega
  obtain ⟨M', hO, hE, h⟩ := reorder M hne
  obtain ⟨S, c, hS, e⟩ := uncrossing_nat M' (hE.trans hP) hO
  rcases h with h | h
  · refine ⟨S, fun K => (c K : ℤ), hS, ?_⟩
    simp only [natCast_zsmul]
    exact h.trans e
  · refine ⟨S, fun K => -(c K : ℤ), hS, ?_⟩
    simp only [neg_smul, natCast_zsmul, Finset.sum_neg_distrib]
    rw [h, e]
```

## The common span and a six-spin example

The expansion gives one inclusion between the two complex spans; the other holds because planar pairings are perfect. When a valence-bond calculation for total spin zero uses singlet products as its spin-coupling functions, these can be restricted to the non-crossing ones without shrinking their span, a statement about the spin factor alone, with no orbitals or Hamiltonian. Whether the non-crossing products are linearly independent is a different question, which the theorem leaves open.

```lean
/-- Non-crossing singlet products span the same complex space as the singlet products of all
perfect matchings. -/
theorem span_nonCrossing :
    Submodule.span ℂ (singletProduct '' {M : Pairing N | IsPerfect M}) =
      Submodule.span ℂ (singletProduct '' {M : Pairing N | IsPlanar M}) := by
  apply le_antisymm
  · rw [Submodule.span_le]
    rintro _ ⟨M, hM, rfl⟩
    obtain ⟨S, c, hS, e⟩ := uncrossing M hM
    rw [SetLike.mem_coe, e]
    refine Submodule.sum_mem _ fun K hK => ?_
    have hmem : singletProduct K ∈
        Submodule.span ℂ (singletProduct '' {M : Pairing N | IsPlanar M}) :=
      Submodule.subset_span (Set.mem_image_of_mem _ (hS K hK))
    exact zsmul_mem hmem _
  · exact Submodule.span_mono (Set.image_mono fun M hM => hM.1)
```

For six spins with all three pairs crossing, the first exchange gives

[03][14][25] = [01][34][25] + [04][13][25].

The first term is non-crossing. In the second, [04][25] = [02][45] + [05][24], which leaves [02][13][45] and [05][13][24]. One more exchange in each produces two non-crossing terms, so there are five in all, each with coefficient 1. Lean checks the identity directly by expansion.

```lean
/-- For six spins, the product `[03][14][25]` of three mutually crossing singlets is the sum of
five non-crossing singlet products. -/
theorem six_spins :
    (singlet 0 3 * singlet 1 4 * singlet 2 5 : SpinFunction 6) =
      singlet 0 1 * singlet 2 3 * singlet 4 5 + singlet 0 1 * singlet 2 5 * singlet 3 4 +
      singlet 0 3 * singlet 1 2 * singlet 4 5 + singlet 0 5 * singlet 1 2 * singlet 3 4 +
      singlet 0 5 * singlet 1 4 * singlet 2 3 := by
  ext s
  simp only [singlet, Pi.mul_apply, Pi.add_apply]
  ring

end

end SingletUncrossing
```

```lean
#print axioms SingletUncrossing.span_nonCrossing
#print axioms SingletUncrossing.six_spins
```

```
'SingletUncrossing.span_nonCrossing' depends on axioms: [propext, Classical.choice, Quot.sound]
'SingletUncrossing.six_spins' depends on axioms: [propext, Classical.choice, Quot.sound]
```
